# The sum of a Lorentzian static Coulomb hole over an infinite uniform momentum mesh, weighted by the spacing h, is −(κ/2) coth(πκ/h)

The lemma `hasSum_sampledHole` concerns a model static Coulomb-hole density on the full momentum line, −(1/2π) κ²/(q² + κ²), with screening wave number κ > 0. The density is sampled at the points q = nh for all integers n, with spacing h > 0, and each sample is weighted by h. The lemma states that this infinite sum converges to −(κ/2) coth(πκ/h). The attempt takes the known sum of 1/(n² + a²) over the integers at a = κ/h, multiplies it by −κ²/(2πh), and uses `convert` to match the result with the claim.

As first written in Lean, the proof fails:

```lean
import Mathlib

open Filter Topology
open scoped Real

namespace HasSumSampledHole

noncomputable section

/-- The hyperbolic cotangent, for `x ≠ 0`. -/
def coth (x : ℝ) : ℝ := Real.cosh x / Real.sinh x

/-- The static Coulomb-hole density on the full momentum line, for screening
wave number `κ > 0`. -/
def holeDensity (κ q : ℝ) : ℝ := -(1 / (2 * π)) * (κ ^ 2 / (q ^ 2 + κ ^ 2))

/-- The sum of the Lorentzian `1/(m² + a²)` over the positive integers `m`, for `a > 0`. -/
theorem hasSum_half_line {a : ℝ} (ha : 0 < a) :
    HasSum (fun n : ℕ => 1 / (((n : ℝ) + 1) ^ 2 + a ^ 2))
      ((π * coth (π * a) - 1 / a) / (2 * a)) := by
  have hs : Summable (fun n : ℕ => 1 / (((n : ℝ) + 1) ^ 2 + a ^ 2)) := by
    have h2 : Summable (fun n : ℕ => 1 / ((n : ℝ) + 1) ^ 2) := by
      have h1 := (summable_nat_add_iff (f := fun n : ℕ => 1 / (n : ℝ) ^ 2) 1).mpr
        (Real.summable_one_div_nat_pow.mpr one_lt_two)
      simpa using h1
    exact Summable.of_nonneg_of_le (fun n => by positivity)
      (fun n => one_div_le_one_div_of_le (by positivity) (by nlinarith [sq_nonneg a])) h2
  obtain ⟨T, hT⟩ := hs
  -- the cotangent series at the imaginary point `i a`
  have hz : (a : ℂ) * Complex.I ∈ Complex.integerComplement := by
    rintro ⟨n, hn⟩
    have him := congrArg Complex.im hn
    simp at him
    linarith
  have key := cot_series_rep' hz
  have hterm : ∀ n : ℕ, 1 / ((a : ℂ) * Complex.I - (n + 1)) + 1 / ((a : ℂ) * Complex.I + (n + 1))
      = (-2 * a * Complex.I) * ((1 / (((n : ℝ) + 1) ^ 2 + a ^ 2) : ℝ) : ℂ) := by
    intro n
    have h1 : (a : ℂ) * Complex.I - (n + 1) ≠ 0 := fun h0 => by
      have him := congrArg Complex.im h0
      simp at him
      linarith
    have h2 : (a : ℂ) * Complex.I + (n + 1) ≠ 0 := fun h0 => by
      have him := congrArg Complex.im h0
      simp at him
      linarith
    have h3 : ((n : ℂ) + 1) ^ 2 + (a : ℂ) ^ 2 ≠ 0 := by
      have h4 : ((n : ℝ) + 1) ^ 2 + a ^ 2 ≠ 0 := by positivity
      exact_mod_cast h4
    push_cast
    rw [div_add_div _ _ h1 h2, mul_one_div, div_eq_div_iff (mul_ne_zero h1 h2) h3]
    linear_combination (2 * (a : ℂ) ^ 3 * Complex.I) * Complex.I_sq
  rw [tsum_congr hterm, tsum_mul_left, ← Complex.ofReal_tsum, hT.tsum_eq, ← mul_assoc,
    Complex.cot, Complex.cos_mul_I, Complex.sin_mul_I, ← div_div, Complex.div_I,
    ← div_div, Complex.div_I] at key
  have hC : (π : ℂ) * (Complex.cosh (π * a) / Complex.sinh (π * a)) - 1 / a = 2 * a * T := by
    linear_combination Complex.I * key +
      ((π : ℂ) * (Complex.cosh (π * a) / Complex.sinh (π * a)) - 1 / a - 2 * a * T) *
        Complex.I_sq
  have hR : π * (Real.cosh (π * a) / Real.sinh (π * a)) - 1 / a = 2 * a * T := by
    exact_mod_cast hC
  convert hT using 1
  rw [coth, div_eq_iff (by positivity)]
  linear_combination hR

/-- The sum of the Lorentzian `1/(n² + a²)` over all integers is `(π/a) coth(π a)`,
for `a > 0`. -/
theorem hasSum_lorentzian {a : ℝ} (ha : 0 < a) :
    HasSum (fun n : ℤ => 1 / ((n : ℝ) ^ 2 + a ^ 2)) (π / a * coth (π * a)) := by
  have h1 := hasSum_half_line ha
  obtain ⟨S, hS⟩ : ∃ S, S = (π * coth (π * a) - 1 / a) / (2 * a) := ⟨_, rfl⟩
  rw [← hS] at h1
  have hpos : HasSum (fun n : ℕ => 1 / ((n : ℝ) ^ 2 + a ^ 2)) (S + 1 / a ^ 2) := by
    have h2 := (hasSum_nat_add_iff (f := fun n : ℕ => 1 / ((n : ℝ) ^ 2 + a ^ 2)) (g := S) 1).mp
      (by simpa using h1)
    simpa using h2
  have hneg : HasSum (fun n : ℕ => 1 / (((-((n : ℤ) + 1) : ℤ) : ℝ) ^ 2 + a ^ 2)) S := by
    have e : (fun n : ℕ => 1 / (((-((n : ℤ) + 1) : ℤ) : ℝ) ^ 2 + a ^ 2))
        = fun n : ℕ => 1 / (((n : ℝ) + 1) ^ 2 + a ^ 2) := by
      funext n
      push_cast
      ring
    rw [e]
    exact h1
  -- fold the two half-lines together
  have h3 := HasSum.of_nat_of_neg_add_one (f := fun n : ℤ => 1 / ((n : ℝ) ^ 2 + a ^ 2))
    (by simpa using hpos) hneg
  convert h3 using 1
  rw [hS]
  ring

/-- For `κ, h > 0` the Coulomb hole sampled on the mesh `q = n h` converges to
`-(κ/2) coth(π κ/h)`. -/
theorem hasSum_sampledHole {κ h : ℝ} (hκ : 0 < κ) (hh : 0 < h) :
    HasSum (fun n : ℤ => h * holeDensity κ (n * h)) (-(κ / 2) * coth (π * κ / h)) := by
  have h1 := (hasSum_lorentzian (div_pos hκ hh)).mul_left (-(κ ^ 2 / (2 * π * h)))
  convert h1 using 1
  · funext n
    have e : (n : ℝ) ^ 2 + (κ / h) ^ 2 = (((n : ℝ) * h) ^ 2 + κ ^ 2) / h ^ 2 := by
      field_simp
    have hD : ((n : ℝ) * h) ^ 2 + κ ^ 2 ≠ 0 := by positivity
    rw [e, holeDensity]
    generalize ((n : ℝ) * h) ^ 2 + κ ^ 2 = D at hD ⊢
    field_simp
  · rw [show π * (κ / h) = π * κ / h by ring]
    generalize coth (π * κ / h) = C
    field_simp

end

end HasSumSampledHole
```

The error:

```
Main.lean:98:4: error: Tactic `apply` failed: could not unify the conclusion of `@funext`
  ?f = ?g
with the goal
  Real.instAddCommMonoid =
    CommRing.toNonUnitalCommRing.toNonUnitalNonAssocCommRing.toNonUnitalNonAssocSemiring.toAddCommMonoid

Note: The full type of `@funext` is
  ∀ {α : Sort ?u.63} {β : α → Sort ?u.62} {f g : (x : α) → β x}, (∀ (x : α), f x = g x) → f = g

case e'_3
κ h : ℝ
hκ : 0 < κ
hh : 0 < h
h1 :
  HasSum (fun i => -(κ ^ 2 / (2 * π * h)) * (1 / (↑i ^ 2 + (κ / h) ^ 2)))
    (-(κ ^ 2 / (2 * π * h)) * (π / (κ / h) * coth (π * (κ / h))))
⊢ Real.instAddCommMonoid =
    CommRing.toNonUnitalCommRing.toNonUnitalNonAssocCommRing.toNonUnitalNonAssocSemiring.toAddCommMonoid
Main.lean:105:8: error: Tactic `rewrite` failed: Did not find an occurrence of the pattern
  π * (κ / h)
in the target expression
  (fun n => h * holeDensity κ (↑n * h)) = fun i => -(κ ^ 2 / (2 * π * h)) * (1 / (↑i ^ 2 + (κ / h) ^ 2))

case e'_5
κ h : ℝ
hκ : 0 < κ
hh : 0 < h
h1 :
  HasSum (fun i => -(κ ^ 2 / (2 * π * h)) * (1 / (↑i ^ 2 + (κ / h) ^ 2)))
    (-(κ ^ 2 / (2 * π * h)) * (π / (κ / h) * coth (π * (κ / h))))
⊢ (fun n => h * holeDensity κ (↑n * h)) = fun i => -(κ ^ 2 / (2 * π * h)) * (1 / (↑i ^ 2 + (κ / h) ^ 2))
Main.lean:95:85: error: unsolved goals
case e'_6
κ h : ℝ
hκ : 0 < κ
hh : 0 < h
h1 :
  HasSum (fun i => -(κ ^ 2 / (2 * π * h)) * (1 / (↑i ^ 2 + (κ / h) ^ 2)))
    (-(κ ^ 2 / (2 * π * h)) * (π / (κ / h) * coth (π * (κ / h))))
⊢ -(κ / 2) * coth (π * κ / h) = -(κ ^ 2 / (2 * π * h)) * (π / (κ / h) * coth (π * (κ / h)))
```

What went wrong. The proof has two bullets after `convert h1 using 1`, one for the equality of the summands and one for the equality of the values. But `convert` left three goals. The first asks that two additive structures on ℝ be equal: `Real.instAddCommMonoid` in the claim, and the one obtained through the ring structure in `h1`.

Each bullet therefore met the wrong goal. `funext` failed because the two instances are not functions. The `rw` then met the equality of summands, where `π * (κ / h)` does not occur. The equality of values had no bullet left and is the unsolved goal in the third message.

The repair states the two intended equalities as `ef` and `ev`, and proves them with the same steps as before. After `rw [ef, ev]` the claim has the same summand and value as `h1`, and `exact h1` closes it. Lean accepts the two additive structures as equal by definition there, so they need no separate proof.

As a diff, the version that Lean accepts:

```diff
@@ -95,6 +95,7 @@
     HasSum (fun n : ℤ => h * holeDensity κ (n * h)) (-(κ / 2) * coth (π * κ / h)) := by
   have h1 := (hasSum_lorentzian (div_pos hκ hh)).mul_left (-(κ ^ 2 / (2 * π * h)))
-  convert h1 using 1
-  · funext n
+  have ef : (fun n : ℤ => h * holeDensity κ (n * h)) =
+      fun n : ℤ => -(κ ^ 2 / (2 * π * h)) * (1 / ((n : ℝ) ^ 2 + (κ / h) ^ 2)) := by
+    funext n
     have e : (n : ℝ) ^ 2 + (κ / h) ^ 2 = (((n : ℝ) * h) ^ 2 + κ ^ 2) / h ^ 2 := by
       field_simp
@@ -103,7 +104,11 @@
     generalize ((n : ℝ) * h) ^ 2 + κ ^ 2 = D at hD ⊢
     field_simp
-  · rw [show π * (κ / h) = π * κ / h by ring]
+  have ev : -(κ / 2) * coth (π * κ / h) =
+      -(κ ^ 2 / (2 * π * h)) * (π / (κ / h) * coth (π * (κ / h))) := by
+    rw [show π * (κ / h) = π * κ / h by ring]
     generalize coth (π * κ / h) = C
     field_simp
+  rw [ef, ev]
+  exact h1
 
 end
```
